# The $K^{-3}$ kinetic-energy tail of a compactly supported $C^3$ radial profile with a cusp

Suppose a plane-wave expansion is cut off at wave number $K$, and the missing kinetic energy is extrapolated as if the orbital were smooth. If the orbital has a cusp at a nucleus, the extrapolation is too optimistic: the tail falls only as a power of $K$. For a single fixed radial function with three continuous derivatives in $r$ and bounded support, that power and its coefficient follow from the slope at the origin.

## From the slope at the origin to the cutoff law

Let $f$ be a real $C^3$ function on the line that vanishes for $r\ge R>0$. The three-dimensional function $f(|\mathbf x|)$ has a cusp at the origin when $f'(0)\ne0$. Its Fourier transform at wave number $k>0$ is

$$F(k)=\frac{4\pi}{k}\int_0^R r f(r)\sin(kr)\,dr .$$

The claim is that, as $k$ and $K$ tend to infinity,

$$k^4F(k)\to-8\pi f'(0),\qquad K^3\int_K^\infty k^4F(k)^2\,dk\to\frac{(8\pi f'(0))^2}{3}.$$

Put $u=rf$. Then $u'=f+rf'$, $u''=2f'+rf''$ and $u'''=3f''+rf'''$. Since $f$ is zero to the right of $R$, its first two derivatives vanish at $R$ as well, so $u$, $u'$ and $u''$ are zero there. Also $u(0)=0$ and $u''(0)=2f'(0)$. Three integrations by parts give

$$\begin{aligned}
\int_0^R u\sin(kr)\,dr&=\frac1k\int_0^R u'\cos(kr)\,dr=-\frac1{k^2}\int_0^R u''\sin(kr)\,dr\\
&=-\frac1{k^3}\Big(2f'(0)+\int_0^R u'''\cos(kr)\,dr\Big).
\end{aligned}$$

The first boundary term vanishes because $u(0)=u(R)=0$, the second because $\sin 0=0$ and $u'(R)=0$. The third leaves $u''(0)$.

The last integral tends to zero. To see this, approximate $u'''$ by a step function with integrated error below $\varepsilon$; on each step of height $c$ the cosine integral is at most $2|c|/k$. Multiplying by $4\pi k^3$ gives the limit of $k^4F$.

Now set $\varphi(k)=(k^4F(k))^2$, which tends to $L=(8\pi f'(0))^2$, and note that $k^4F^2=\varphi/k^4$. This is continuous for $k>0$ and bounded by a multiple of $k^{-4}$ at large $k$, so its integral beyond any $K>0$ is finite. Once $|\varphi-L|<\varepsilon$ for all $k\ge K$,

$$\left|\int_K^\infty\frac{\varphi(k)}{k^4}\,dk-\frac{L}{3K^3}\right|\le\varepsilon\int_K^\infty\frac{dk}{k^4}=\frac{\varepsilon}{3K^3}.$$

Multiplication by $K^3$ proves the second limit. That limit is zero exactly when $f'(0)=0$.

## The transform and its tail in Lean

```lean
import Mathlib

open MeasureTheory Filter Set
open scoped Topology Real

namespace PlaneWaveCutoff
```

The profile is a function `f : ℝ → ℝ`, and `radialTransform f R k` is $F(k)$, in the convention $F(k)=\int f(|\mathbf x|)\,e^{-i\mathbf k\cdot\mathbf x}\,d^3x$ with $k=|\mathbf k|$.

```lean
/-- The three-dimensional Fourier transform of a radial function `f` supported in a ball of
radius `R`, at wave number `k ≠ 0`. -/
noncomputable def radialTransform (f : ℝ → ℝ) (R k : ℝ) : ℝ :=
  4 * π / k * ∫ r in (0 : ℝ)..R, r * f r * Real.sin (k * r)
```

The next definition is the integral in the cutoff law; `Ioi K` is the open half-line $k>K$.

```lean
/-- The integral of `k⁴ F(k)²` beyond the plane-wave cutoff `K > 0`. -/
noncomputable def kineticError (f : ℝ → ℝ) (R K : ℝ) : ℝ :=
  ∫ k in Ioi K, k ^ 4 * radialTransform f R k ^ 2
```

In atomic units, the kinetic energy missing beyond $K$ is `kineticError` divided by $4\pi^2$, and for unnormalised nonzero $f$ also by $4\pi\int_0^R r^2f^2\,dr$. For normalised $f$, $K^3$ times the missing energy therefore tends to $16f'(0)^2/3$; this conversion is a calculation by hand added to the Lean result.

## Three integrations by parts in one antiderivative

The first lemma supplies the boundary values at $R$. On $[R,\infty)$ the function agrees with the constant zero, and a derivative within that half-line is unique even at its endpoint.

```lean
/-- If a differentiable function vanishes from `R` outwards, so does its derivative. -/
theorem deriv_vanishes {g g' : ℝ → ℝ} {R : ℝ} (hg : ∀ x, HasDerivAt g (g' x) x)
    (hv : ∀ x, R ≤ x → g x = 0) : ∀ x, R ≤ x → g' x = 0 := fun x hx =>
  (uniqueDiffOn_Ici R x hx).eq_deriv _ (hg x).hasDerivWithinAt
    ((hasDerivWithinAt_const x (Ici R) (0 : ℝ)).congr (fun y hy => hv y hy) (hv x hx))
```

The second lemma removes the oscillating remainder.

```lean
/-- Riemann–Lebesgue lemma: the cosine integral of a continuous function over `[0, R]`
dies out at high wave number. -/
theorem cosine_integral_tendsto {g : ℝ → ℝ} (hg : Continuous g) {R : ℝ} (hR : 0 < R) :
    Tendsto (fun k : ℝ => ∫ r in (0 : ℝ)..R, g r * Real.cos (k * r)) atTop (𝓝 0) := by
  have h1 := Real.tendsto_integral_exp_smul_cocompact
    ((Ioc 0 R).indicator fun r => (g r : ℂ))
  have h2 : Tendsto (fun k : ℝ => k / (2 * π)) atTop (cocompact ℝ) :=
    (tendsto_id.atTop_div_const (by positivity)).mono_right atTop_le_cocompact
  have h3 := (Complex.continuous_re.tendsto 0).comp (h1.comp h2)
  rw [Complex.zero_re] at h3
  refine h3.congr fun k => ?_
  simp only [Function.comp_apply]
  have e : ∀ v : ℝ, Real.fourierChar (-(v * (k / (2 * π)))) •
      (Ioc 0 R).indicator (fun r => (g r : ℂ)) v = (Ioc 0 R).indicator
        (fun r => Complex.exp (((-(k * r) : ℝ) : ℂ) * Complex.I) * (g r : ℂ)) v := by
    intro v
    have a : 2 * π * (-(v * (k / (2 * π)))) = -(k * v) := by field_simp
    by_cases hv : v ∈ Ioc 0 R
    · rw [indicator_of_mem hv, indicator_of_mem hv, Circle.smul_def,
        Real.fourierChar_apply, smul_eq_mul, a]
    · rw [indicator_of_notMem hv, indicator_of_notMem hv, smul_zero]
  simp only [e]
  rw [MeasureTheory.integral_indicator measurableSet_Ioc,
    ← intervalIntegral.integral_of_le hR.le]
  have hc : Continuous fun r : ℝ =>
      Complex.exp (((-(k * r) : ℝ) : ℂ) * Complex.I) * (g r : ℂ) := by fun_prop
  -- the cosine integral is the real part of the Fourier integral
  refine (Complex.reCLM.intervalIntegral_comp_comm
    (hc.intervalIntegrable (μ := volume) 0 R)).symm.trans ?_
  apply intervalIntegral.integral_congr
  intro r _
  simp only [Complex.reCLM_apply, Complex.re_mul_ofReal, Complex.exp_ofReal_mul_I_re,
    Real.cos_neg]
  ring
```

Here Mathlib's Riemann–Lebesgue lemma, `Real.tendsto_integral_exp_smul_cocompact`, does the work of the step-function argument. It concerns integrals over the whole line against $e^{-2\pi i v w}$, as $w$ leaves every bounded set. Three translations bring it to the form needed:

- `indicator` extends $g$ by zero outside $(0,R]$, so that the integral over the line becomes one over the interval.
- Setting $w=k/(2\pi)$ turns the phase into $e^{-ikv}$. The step `h2` shows that this $w$ leaves every bounded set as $k\to\infty$, which is what the filter `cocompact ℝ` expresses.
- Taking the real part turns the exponential into a cosine. `Complex.reCLM` is the real part as a continuous linear map, and such a map can be moved through the integral.

The integrations by parts come next.

```lean
/-- Three integrations by parts of the sine integral of `r f(r)`, for `f` of class C³ that vanishes
from `R` outwards: after multiplication by `k³`, the only boundary term left is `-2 f'(0)`. -/
theorem sine_integral_by_parts {f : ℝ → ℝ} {R : ℝ} (hf : ContDiff ℝ 3 f)
    (hv : ∀ r, R ≤ r → f r = 0) (k : ℝ) :
    k ^ 3 * ∫ r in (0 : ℝ)..R, r * f r * Real.sin (k * r) =
      -(2 * deriv f 0 + ∫ r in (0 : ℝ)..R,
        (3 * iteratedDeriv 2 f r + r * iteratedDeriv 3 f r) * Real.cos (k * r)) := by
  have hd : ∀ m : ℕ, m < 3 → ∀ x,
      HasDerivAt (iteratedDeriv m f) (iteratedDeriv (m + 1) f x) x := by
    intro m hm x
    rw [iteratedDeriv_succ]
    exact (hf.differentiable_iteratedDeriv m (by exact_mod_cast hm) x).hasDerivAt
  have h0 : ∀ x, HasDerivAt f (deriv f x) x := fun x =>
    (hf.differentiable (by norm_num) x).hasDerivAt
  have h1 : ∀ x, HasDerivAt (deriv f) (iteratedDeriv 2 f x) x := by
    intro x
    have h := hd 1 (by norm_num) x
    rw [iteratedDeriv_one] at h
    exact h
  have h2 : ∀ x, HasDerivAt (iteratedDeriv 2 f) (iteratedDeriv 3 f x) x :=
    hd 2 (by norm_num)
  have v1 := deriv_vanishes h0 hv
  have v2 := deriv_vanishes h1 v1
  -- one antiderivative collects all three integrations by parts
  have hG : ∀ r, HasDerivAt (fun r => -k ^ 2 * (r * f r) * Real.cos (k * r)
      + k * (f r + r * deriv f r) * Real.sin (k * r)
      + (2 * deriv f r + r * iteratedDeriv 2 f r) * Real.cos (k * r))
      (k ^ 3 * (r * f r * Real.sin (k * r))
        + (3 * iteratedDeriv 2 f r + r * iteratedDeriv 3 f r) * Real.cos (k * r)) r := by
    intro r
    have hi := hasDerivAt_id' r
    have hk : HasDerivAt (fun r => k * r) k r := by simpa using hi.const_mul k
    have a := ((hi.fun_mul (h0 r)).const_mul (-k ^ 2)).fun_mul hk.cos
    have b := (((h0 r).fun_add (hi.fun_mul (h1 r))).const_mul k).fun_mul hk.sin
    have c := (((h1 r).const_mul 2).fun_add (hi.fun_mul (h2 r))).fun_mul hk.cos
    exact ((a.fun_add b).fun_add c).congr_deriv (by ring)
  have c0 : Continuous f := hf.continuous
  have c2 : Continuous (iteratedDeriv 2 f) := hf.continuous_iteratedDeriv 2 (by norm_num)
  have c3 : Continuous (iteratedDeriv 3 f) := hf.continuous_iteratedDeriv 3 (by norm_num)
  have i1 : IntervalIntegrable (fun r => k ^ 3 * (r * f r * Real.sin (k * r))) volume 0 R :=
    Continuous.intervalIntegrable (by fun_prop) 0 R
  have i2 : IntervalIntegrable (fun r => (3 * iteratedDeriv 2 f r + r * iteratedDeriv 3 f r)
      * Real.cos (k * r)) volume 0 R := Continuous.intervalIntegrable (by fun_prop) 0 R
  have key := intervalIntegral.integral_eq_sub_of_hasDerivAt (fun r _ => hG r) (i1.add i2)
  rw [intervalIntegral.integral_add i1 i2, intervalIntegral.integral_const_mul] at key
  simp only [hv R le_rfl, v1 R le_rfl, v2 R le_rfl, mul_zero, zero_mul, add_zero, zero_add,
    Real.sin_zero, Real.cos_zero, mul_one] at key
  linear_combination key
```

Instead of three separate steps, `hG` differentiates

$$G(r)=-k^2u\cos(kr)+ku'\sin(kr)+u''\cos(kr)$$

and finds $G'=k^3u\sin(kr)+u'''\cos(kr)$; the other terms cancel, as `ring` confirms. The fundamental theorem of calculus, with $G(R)=0$ and $G(0)=2f'(0)$, gives the identity for every real $k$.

```lean
/-- For `f` of class C³ that vanishes from `R > 0` outwards, `k⁴ F(k)` tends to
`-8π f'(0)` at high wave number. -/
theorem transform_tail {f : ℝ → ℝ} {R : ℝ} (hf : ContDiff ℝ 3 f) (hR : 0 < R)
    (hv : ∀ r, R ≤ r → f r = 0) :
    Tendsto (fun k => k ^ 4 * radialTransform f R k) atTop (𝓝 (-8 * π * deriv f 0)) := by
  have c2 : Continuous (iteratedDeriv 2 f) := hf.continuous_iteratedDeriv 2 (by norm_num)
  have c3 : Continuous (iteratedDeriv 3 f) := hf.continuous_iteratedDeriv 3 (by norm_num)
  have h := cosine_integral_tendsto (g := fun r => 3 * iteratedDeriv 2 f r
    + r * iteratedDeriv 3 f r) (by fun_prop) hR
  have h' := ((h.const_add (2 * deriv f 0)).neg).const_mul (4 * π)
  have e : 4 * π * -(2 * deriv f 0 + 0) = -8 * π * deriv f 0 := by ring
  rw [e] at h'
  refine h'.congr' ?_
  filter_upwards [eventually_gt_atTop 0] with k hk
  rw [← sine_integral_by_parts hf hv k, radialTransform]
  field_simp
```

For the limit of $k^4F$, `filter_upwards` restricts attention to $k>0$, where the factor $1/k$ cancels.

## Comparison with a power of the wave number

```lean
/-- Beyond a cutoff `K > 0` the function `1/k⁴` is integrable, with integral `1/(3K³)`. -/
theorem power_tail {K : ℝ} (hK : 0 < K) :
    IntegrableOn (fun k : ℝ => 1 / k ^ 4) (Ioi K) ∧
      ∫ k in Ioi K, 1 / k ^ 4 = 1 / (3 * K ^ 3) := by
  have hp : ∀ k ∈ Ioi K, k ^ (-4 : ℝ) = 1 / k ^ 4 := fun k hk => by
    rw [Real.rpow_neg (hK.trans hk).le, Real.rpow_ofNat, one_div]
  refine ⟨(integrableOn_Ioi_rpow_of_lt (by norm_num) hK).congr_fun hp measurableSet_Ioi, ?_⟩
  have e : ∫ k in Ioi K, 1 / k ^ 4 = ∫ k in Ioi K, k ^ (-4 : ℝ) :=
    setIntegral_congr_fun measurableSet_Ioi (fun k hk => (hp k hk).symm)
  have e' : (-4 : ℝ) + 1 = -3 := by norm_num
  rw [e, integral_Ioi_rpow_of_lt (by norm_num) hK, e', Real.rpow_neg hK.le, Real.rpow_ofNat]
  field_simp
```

This is the exact integral of $k^{-4}$, obtained from Mathlib's formula for real powers.

```lean
/-- If `φ` is continuous for `k > 0` and `φ(k)` tends to `L` as `k → ∞`, the integral of `φ(k)/k⁴`
beyond `K > 0` is finite, and `K³` times it tends to `L/3` as `K → ∞`. -/
theorem tail_integral {φ : ℝ → ℝ} {L : ℝ} (hφ : ContinuousOn φ (Ioi 0))
    (h : Tendsto φ atTop (𝓝 L)) :
    (∀ K, 0 < K → IntegrableOn (fun k => φ k / k ^ 4) (Ioi K)) ∧
      Tendsto (fun K => K ^ 3 * ∫ k in Ioi K, φ k / k ^ 4) atTop (𝓝 (L / 3)) := by
  have hc : ContinuousOn (fun k => φ k / k ^ 4) (Ioi 0) :=
    hφ.div (by fun_prop) (fun k hk => pow_ne_zero _ (ne_of_gt hk))
  have hb : Asymptotics.IsBigO atTop (fun k => φ k / k ^ 4) (fun k : ℝ => 1 / k ^ 4) :=
    ((h.isBigO_one ℝ).mul (Asymptotics.isBigO_refl (fun k : ℝ => 1 / k ^ 4) atTop)).congr
      (fun k => by ring) (fun k => by ring)
  have hI : ∀ K, 0 < K → IntegrableOn (fun k => φ k / k ^ 4) (Ioi K) := fun K hK =>
    (((hc.mono fun k hk => hK.trans_le hk).locallyIntegrableOn
      measurableSet_Ici).integrableOn_of_isBigO_atTop hb
        ⟨Ioi 1, Ioi_mem_atTop 1, (power_tail one_pos).1⟩).mono_set Ioi_subset_Ici_self
  refine ⟨hI, Metric.tendsto_atTop.2 fun ε hε => ?_⟩
  obtain ⟨A, hA⟩ := Metric.tendsto_atTop.1 h ε hε
  refine ⟨max A 1, fun K hKA => ?_⟩
  have hK : 0 < K := one_pos.trans_le ((le_max_right A 1).trans hKA)
  obtain ⟨hp, hp'⟩ := power_tail hK
  -- replacing `φ` by its limit costs at most `ε` times the power integral
  have bd : ‖∫ k in Ioi K, (φ k / k ^ 4 - L * (1 / k ^ 4))‖ ≤
      ∫ k in Ioi K, ε * (1 / k ^ 4) := by
    refine norm_integral_le_of_norm_le (hp.const_mul _)
      (ae_restrict_of_forall_mem measurableSet_Ioi fun k hk => ?_)
    have hk0 : 0 < k := hK.trans hk
    have h1 := hA k (((le_max_left A 1).trans hKA).trans (le_of_lt hk))
    rw [Real.dist_eq] at h1
    have e : φ k / k ^ 4 - L * (1 / k ^ 4) = (φ k - L) * (1 / k ^ 4) := by ring
    have hq : 0 < 1 / k ^ 4 := by positivity
    rw [e, Real.norm_eq_abs, abs_mul, abs_of_pos hq]
    exact mul_le_mul_of_nonneg_right h1.le hq.le
  rw [integral_sub (hI K hK) (hp.const_mul L), MeasureTheory.integral_const_mul,
    MeasureTheory.integral_const_mul, hp', Real.norm_eq_abs] at bd
  have e : K ^ 3 * (∫ k in Ioi K, φ k / k ^ 4) - L / 3 =
      K ^ 3 * ((∫ k in Ioi K, φ k / k ^ 4) - L * (1 / (3 * K ^ 3))) := by
    field_simp
  rw [Real.dist_eq, e, abs_mul, abs_of_pos (pow_pos hK 3)]
  calc _ ≤ K ^ 3 * (ε * (1 / (3 * K ^ 3))) :=
        mul_le_mul_of_nonneg_left bd (pow_pos hK 3).le
    _ = ε / 3 := by field_simp
    _ < ε := by linarith
```

The lemma `tail_integral` isolates the last step of the derivation for any $\varphi$ that is continuous on $k>0$ and has a limit. The bound `hb` compares the integrand with $k^{-4}$ and yields integrability; `bd` is the $\varepsilon$ estimate displayed above, and the closing `calc` multiplies it by $K^3$.

## The cutoff law and the role of the cusp

```lean
/-- Kinetic-energy cutoff law: for `f` of class C³ that vanishes from `R > 0` outwards, the integral
of `k⁴ F(k)²` beyond `K > 0` is finite, and as `K → ∞`, `K³` times it tends to `(8π f'(0))²/3`. -/
theorem kinetic_cutoff_law {f : ℝ → ℝ} {R : ℝ} (hf : ContDiff ℝ 3 f) (hR : 0 < R)
    (hv : ∀ r, R ≤ r → f r = 0) :
    (∀ K, 0 < K → IntegrableOn (fun k => k ^ 4 * radialTransform f R k ^ 2) (Ioi K)) ∧
      Tendsto (fun K => K ^ 3 * kineticError f R K) atTop
        (𝓝 ((8 * π * deriv f 0) ^ 2 / 3)) := by
  have c0 : Continuous f := hf.continuous
  have hu : Continuous (Function.uncurry fun k r : ℝ => r * f r * Real.sin (k * r)) := by
    change Continuous fun p : ℝ × ℝ => p.2 * f p.2 * Real.sin (p.1 * p.2)
    fun_prop
  have hs : Continuous fun k : ℝ => ∫ r in (0 : ℝ)..R, r * f r * Real.sin (k * r) :=
    intervalIntegral.continuous_parametric_intervalIntegral_of_continuous' hu 0 R
  have hF : ContinuousOn (radialTransform f R) (Ioi 0) :=
    (continuousOn_const.div continuousOn_id fun k hk => ne_of_gt hk).mul hs.continuousOn
  have hφ : ContinuousOn (fun k => (k ^ 4 * radialTransform f R k) ^ 2) (Ioi 0) :=
    ((continuous_pow 4).continuousOn.mul hF).pow 2
  have h := tail_integral hφ ((transform_tail hf hR hv).pow 2)
  have e : ∀ k, (k ^ 4 * radialTransform f R k) ^ 2 / k ^ 4 =
      k ^ 4 * radialTransform f R k ^ 2 := by
    intro k
    rcases eq_or_ne k 0 with rfl | hk
    · simp
    · field_simp
  have e2 : (-8 * π * deriv f 0) ^ 2 = (8 * π * deriv f 0) ^ 2 := by ring
  rw [e2] at h
  simp only [e] at h
  exact h
```

The hypothesis `ContDiff ℝ 3 f` says that $f$ is $C^3$ on the whole line, including negative $r$, where its values serve only as a smooth extension. The hypothesis `hv` is the bounded support. The conclusion has two parts: the integral is finite for every $K>0$, and $K^3$ times it has the stated limit. The first part matters because Lean would assign the value zero to a divergent integral. The proof checks that $F$ is continuous for $k>0$ and applies `tail_integral` to $(k^4F)^2$.

```lean
/-- For `f` of class C³ that vanishes from `R > 0` outwards, the kinetic-energy error falls
off faster than `K⁻³` exactly when the slope of `f` at the origin is zero. -/
theorem faster_iff_no_cusp {f : ℝ → ℝ} {R : ℝ} (hf : ContDiff ℝ 3 f) (hR : 0 < R)
    (hv : ∀ r, R ≤ r → f r = 0) :
    Tendsto (fun K => K ^ 3 * kineticError f R K) atTop (𝓝 0) ↔ deriv f 0 = 0 := by
  have h := (kinetic_cutoff_law hf hR hv).2
  constructor
  · intro h'
    have e := tendsto_nhds_unique h h'
    have e2 : (8 * π * deriv f 0) ^ 2 = 0 := by linarith
    exact (mul_eq_zero.1 ((pow_eq_zero_iff two_ne_zero).1 e2)).resolve_left (by positivity)
  · intro h0
    have e : (8 * π * deriv f 0) ^ 2 / 3 = 0 := by rw [h0]; ring
    rwa [e] at h

end PlaneWaveCutoff
```

The criterion follows from uniqueness of limits: a tail that falls faster than $K^{-3}$ forces $(8\pi f'(0))^2=0$, and the converse is substitution.

```lean
#print axioms PlaneWaveCutoff.faster_iff_no_cusp
-- 'PlaneWaveCutoff.faster_iff_no_cusp' depends on axioms: [propext, Classical.choice, Quot.sound]
```

For a nonrelativistic s orbital at a point nucleus of charge $Z$, the cusp condition in atomic units is $f'(0)=-Zf(0)$. If such an orbital is left unchanged near the nucleus and smoothly brought to zero at a finite radius, doubling the cutoff eventually reduces its missing kinetic energy by a factor of about eight, provided $f(0)\neq0$. The law describes truncation of one fixed, real, spherically symmetric function. It does not treat exponential tails, higher angular momentum, the discrete wave vectors of a periodic cell or the total-energy error of a variational calculation, in which the orbital readjusts to the basis.
